# The sum of the kinetic energies |m|²/2 over all plane waves in a cubic cutoff

The theorem `sum_kinetic` concerns plane waves labelled by three integer wave numbers, each between −M and M. For a particle in a periodic cubic box of side 2π, in units where ħ and the particle's mass are 1, the wave m has kinetic energy |m|²/2. The theorem states that these energies, with each of the finitely many plane waves counted once, add up to (2M+1)³ · M(M+1)/2. No potential or interaction enters, and the cutoff is a cube, applied to each axis separately. The attempt first proves by induction that the squares of the wave numbers along one axis sum to M(M+1)(2M+1)/3. It then uses `simp only` to reduce the sum over triples to such one-axis sums and counts of wave numbers, and leaves the remaining algebra to `ring`.

The first attempt, which Lean rejects:

```lean
import Mathlib

open Matrix Filter

namespace SumKinetic

noncomputable section

/-- The integer wave numbers along one axis that do not exceed the cutoff `M` in absolute value. -/
abbrev Mode (M : ℕ) : Type := ↥(Finset.Icc (-(M : ℤ)) (M : ℤ))

/-- The plane waves kept at cutoff `M`: triples of wave numbers, one for each axis. -/
abbrev PlaneWave (M : ℕ) : Type := Mode M × Mode M × Mode M

instance (M : ℕ) : Nonempty (Mode M) := ⟨⟨0, by simp⟩⟩

/-- The kinetic energy `|m|² / 2` of a plane wave. -/
def kinetic {M : ℕ} (m : PlaneWave M) : ℝ :=
  (((m.1 : ℤ) : ℝ) ^ 2 + (((m.2.1 : ℤ) : ℝ) ^ 2 + ((m.2.2 : ℤ) : ℝ) ^ 2)) / 2

/-- There are `2M+1` wave numbers along each axis. -/
theorem card_mode (M : ℕ) : (Fintype.card (Mode M) : ℝ) = 2 * M + 1 := by
  have h : Fintype.card (Mode M) = 2 * M + 1 := by
    rw [Fintype.card_coe, Int.card_Icc]
    omega
  rw [h]
  push_cast
  ring

/-- The kinetic energies of all plane waves at cutoff `M` add up to `(2M+1)³ M(M+1)/2`. -/
theorem sum_kinetic (M : ℕ) :
    ∑ m : PlaneWave M, kinetic m = (2 * M + 1 : ℝ) ^ 3 * (M * (M + 1) / 2) := by
  have hsq : ∀ N : ℕ, ∑ a ∈ Finset.Icc (-(N : ℤ)) (N : ℤ), (a : ℝ) ^ 2
      = N * (N + 1) * (2 * N + 1) / 3 := by
    intro N
    induction N with
    | zero => simp
    | succ N ih =>
      -- raising the cutoff by one adds the two wave numbers `±(N+1)`
      have hs : Finset.Icc (-((N + 1 : ℕ) : ℤ)) ((N + 1 : ℕ) : ℤ)
          = insert ((N : ℤ) + 1) (insert (-((N : ℤ) + 1)) (Finset.Icc (-(N : ℤ)) N)) := by
        ext a
        simp only [Finset.mem_insert, Finset.mem_Icc]
        omega
      rw [hs, Finset.sum_insert (by simp only [Finset.mem_insert, Finset.mem_Icc]; omega),
        Finset.sum_insert (by simp only [Finset.mem_Icc]; omega), ih]
      push_cast
      ring
  have hmode : ∑ a : Mode M, ((a : ℤ) : ℝ) ^ 2 = M * (M + 1) * (2 * M + 1) / 3 := by
    rw [← hsq M]
    exact Finset.sum_coe_sort (Finset.Icc (-(M : ℤ)) (M : ℤ)) (fun a : ℤ => (a : ℝ) ^ 2)
  simp only [kinetic, ← Finset.sum_div, Fintype.sum_prod_type, Finset.sum_add_distrib,
    Finset.sum_const, Finset.card_univ, nsmul_eq_mul, ← Finset.mul_sum, card_mode, hmode]
  ring

end

end SumKinetic
```

Compiling this gives:

```
Try this:
  [apply] ring_nf
  
  The `ring` tactic failed to close the goal. Use `ring_nf` to obtain a normal form.
    
  Note that `ring` works primarily in *commutative* rings. If you have a noncommutative ring, abelian group or module, consider using `noncomm_ring`, `abel` or `module` instead.
Main.lean:32:78: error: unsolved goals
M : ℕ
hsq : ∀ (N : ℕ), ∑ a ∈ Finset.Icc (-↑N) ↑N, ↑a ^ 2 = ↑N * (↑N + 1) * (2 * ↑N + 1) / 3
hmode : ∑ a, ↑↑a ^ 2 = ↑M * (↑M + 1) * (2 * ↑M + 1) / 3
⊢ ↑(Fintype.card (Mode M × Mode M)) * ↑M * (1 / 6) + ↑(Fintype.card (Mode M × Mode M)) * ↑M ^ 2 * (1 / 2) +
                ↑(Fintype.card (Mode M × Mode M)) * ↑M ^ 3 * (1 / 3) +
              ↑M * (1 / 3) +
            ↑M ^ 2 * (7 / 3) +
          ↑M ^ 3 * 6 +
        ↑M ^ 4 * (20 / 3) +
      ↑M ^ 5 * (8 / 3) =
    ↑M * (1 / 2) + ↑M ^ 2 * (7 / 2) + ↑M ^ 3 * 9 + ↑M ^ 4 * 10 + ↑M ^ 5 * 4
```

The mended proof, as a diff:

```diff
@@ -51,5 +51,6 @@
     exact Finset.sum_coe_sort (Finset.Icc (-(M : ℤ)) (M : ℤ)) (fun a : ℤ => (a : ℝ) ^ 2)
   simp only [kinetic, ← Finset.sum_div, Fintype.sum_prod_type, Finset.sum_add_distrib,
-    Finset.sum_const, Finset.card_univ, nsmul_eq_mul, ← Finset.mul_sum, card_mode, hmode]
+    Finset.sum_const, Finset.card_univ, Fintype.card_prod, Nat.cast_mul, nsmul_eq_mul,
+    ← Finset.mul_sum, card_mode, hmode]
   ring
 
```

Cause. The error is an unsolved goal: `ring` could not prove the final equation, and what is left still contains `Fintype.card (Mode M × Mode M)`. This number arises because the square of the first wave number is constant while the other two vary, so `Finset.sum_const` turns the sum over that pair into a multiplication by the number of pairs. The lemma `card_mode` gives only the size of a single `Mode M`, so it doesn't match, and `ring` treats the unevaluated count as an unknown. The suggestion to try `ring_nf` would not supply the missing value.

The repair adds two lemmas to the `simp only` call. `Fintype.card_prod` writes the size of the product as a product of two sizes, and `Nat.cast_mul` moves the cast to the reals onto each factor. Both factors then have the form that `card_mode` rewrites to `2 * M + 1`, and `ring` can finish. The new line break is mere layout.
